# Bounded cumulant-series terms at inverse temperature β exclude zeros of the finite-state exponential average for complex |z| < |β|

The declaration `complexAverage_ne_zero` concerns finitely many states with non-negative weights `p` summing to one and a real value `dU` for each state. Suppose a real power series with coefficients `a n` sums to the logarithm of the average of exp(−x dU) for all real x near zero, and its terms `a n * β ^ n` are bounded at some real `β`. Then the same average, continued to complex inverse temperature `z`, is non-zero whenever |z| < |β|. The attempt shows that the series is holomorphic on a disc that contains `z`, and that its exponential equals the average on the real axis near zero. The identity theorem then extends this equality to the disc, where an exponential cannot vanish.

Lean 4 with Mathlib refuses this proof:

```lean
import Mathlib

open Filter
open scoped Topology

namespace ComplexAverageNeZero

noncomputable section

variable {ι : Type*} [Fintype ι]

/-- The exponential average `<exp(-β dU)>` over finitely many states with weights `p`. -/
def expAverage (p dU : ι → ℝ) (β : ℝ) : ℝ :=
  ∑ i, p i * Real.exp (-β * dU i)

/-- The exponential average continued to complex inverse temperature `z`. -/
def complexAverage (p dU : ι → ℝ) (z : ℂ) : ℂ :=
  ∑ i, (p i : ℂ) * Complex.exp (-z * (dU i : ℂ))

/-- The power series with coefficients `a` sums to `ln <exp(-β dU)>` for all `β` near zero. -/
def IsCumulantSeries (p dU : ι → ℝ) (a : ℕ → ℝ) : Prop :=
  ∀ᶠ β in 𝓝 (0 : ℝ), HasSum (fun n => a n * β ^ n) (Real.log (expAverage p dU β))

/-- For a probability distribution the exponential average is positive at every real `β`. -/
theorem expAverage_pos (p dU : ι → ℝ) (hp : ∀ i, 0 ≤ p i) (hsum : ∑ i, p i = 1) (β : ℝ) :
    0 < expAverage p dU β := by
  obtain ⟨i, hi⟩ : ∃ i, 0 < p i := by
    by_contra! h
    have : ∑ i, p i ≤ 0 := Finset.sum_nonpos fun i _ => h i
    linarith
  exact Finset.sum_pos' (fun j _ => mul_nonneg (hp j) (Real.exp_pos _).le)
    ⟨i, Finset.mem_univ i, mul_pos hi (Real.exp_pos _)⟩

/-- If the terms of a cumulant series of a probability distribution are bounded at `β`, the
complex exponential average has no zero in the open disc of radius `|β|`. -/
theorem complexAverage_ne_zero (p dU : ι → ℝ) (hp : ∀ i, 0 ≤ p i) (hsum : ∑ i, p i = 1)
    {a : ℕ → ℝ} (ha : IsCumulantSeries p dU a) {β C : ℝ} (hC : ∀ n, |a n * β ^ n| ≤ C)
    {z : ℂ} (hz : ‖z‖ < |β|) : complexAverage p dU z ≠ 0 := by
  obtain ⟨s, hzs, hsβ⟩ := exists_between hz
  have hs : 0 < s := (norm_nonneg z).trans_lt hzs
  have hβ : 0 < |β| := hs.trans hsβ
  have hu : Summable fun n : ℕ => C * (s / |β|) ^ n :=
    (summable_geometric_of_lt_one (by positivity) ((div_lt_one hβ).2 hsβ)).mul_left C
  -- a geometric bound makes the complex series holomorphic on the disc of radius s
  have hF : DifferentiableOn ℂ (fun w : ℂ => ∑' n : ℕ, (a n : ℂ) * w ^ n)
      (Metric.ball 0 s) := by
    refine Complex.differentiableOn_tsum_of_summable_norm hu
      (fun n => by fun_prop) Metric.isOpen_ball ?_
    intro n w hw
    have hw' : ‖w‖ ≤ s := (mem_ball_zero_iff.1 hw).le
    have hq : |β| * (s / |β|) = s := mul_div_cancel₀ s hβ.ne'
    rw [norm_mul, norm_pow, Complex.norm_real, Real.norm_eq_abs]
    calc |a n| * ‖w‖ ^ n ≤ |a n| * s ^ n := by gcongr
      _ = |a n * β ^ n| * (s / |β|) ^ n := by
        rw [abs_mul, abs_pow, mul_assoc, ← mul_pow, hq]
      _ ≤ C * (s / |β|) ^ n := mul_le_mul_of_nonneg_right (hC n) (by positivity)
  have hG : Differentiable ℂ (complexAverage p dU) := by
    unfold complexAverage
    fun_prop
  -- on the real axis near zero, the exponential of the series is the average
  have hreal : ∀ᶠ x in 𝓝 (0 : ℝ),
      Complex.exp (∑' n : ℕ, (a n : ℂ) * (x : ℂ) ^ n) = complexAverage p dU (x : ℂ) := by
    filter_upwards [ha] with x hx
    have h : (∑' n : ℕ, (a n : ℂ) * (x : ℂ) ^ n) = ((∑' n : ℕ, a n * x ^ n : ℝ) : ℂ) := by
      rw [Complex.ofReal_tsum]
      exact tsum_congr fun n => by simp
    rw [h, hx.tsum_eq, ← Complex.ofReal_exp, Real.exp_log (expAverage_pos p dU hp hsum x)]
    simp [expAverage, complexAverage]
  have hlim : Tendsto (fun x : ℝ => (x : ℂ)) (𝓝[≠] 0) (𝓝[≠] 0) := by
    refine tendsto_nhdsWithin_iff.2
      ⟨(Complex.continuous_ofReal.tendsto' 0 0 (by simp)).mono_left nhdsWithin_le_nhds, ?_⟩
    filter_upwards [self_mem_nhdsWithin] with x hx
    simpa using hx
  -- the identity theorem carries the equality to the whole disc
  have heq := AnalyticOnNhd.eqOn_of_preconnected_of_frequently_eq
    (hF.cexp.analyticOnNhd Metric.isOpen_ball)
    (hG.differentiableOn.analyticOnNhd Metric.isOpen_ball)
    (convex_ball (0 : ℂ) s).isPreconnected (Metric.mem_ball_self hs)
    (hlim.frequently (hreal.filter_mono nhdsWithin_le_nhds).frequently)
  rw [← heq (mem_ball_zero_iff.2 hzs)]
  exact Complex.exp_ne_zero _

end

end ComplexAverageNeZero
```

Messages:

```
Main.lean:63:20: error: Application type mismatch: The argument
  ha
has type
  IsCumulantSeries p dU a
but is expected to have type
  ?m.517 ∈ 𝓝 ↑0
in the application
  mp_mem ha
Main.lean:79:21: error: Application type mismatch: The argument
  Eventually.frequently (Eventually.filter_mono nhdsWithin_le_nhds hreal)
has type
  Filter.Frequently (fun (x : ℂ) => Complex.exp (∑' (n : ℕ), ↑(a n) * x ^ n) = complexAverage p dU x) (𝓝[?m.687] ↑0)
but is expected to have type
  Filter.Frequently (fun (x : ℝ) => Complex.exp (∑' (n : ℕ), ↑(a n) * ↑x ^ n) = complexAverage p dU ↑x) (𝓝[≠] 0)
in the application
  Tendsto.frequently hlim (Eventually.frequently (Eventually.filter_mono nhdsWithin_le_nhds hreal))
```

Both errors come from the statement of `hreal`, where the bound variable `x` has no type of its own. Lean took `(x : ℂ)` in the body to mean that `x` is complex, and then coerced the real zero in `𝓝 (0 : ℝ)` to fit, hence the `𝓝 ↑0` in the first message. So `hreal` spoke of all complex `x` near zero, not of real ones.

The first message says that `ha`, a fact about real numbers near zero, cannot serve for a neighbourhood in ℂ. The second says that `hlim.frequently` needs a statement about real `x`, cast into ℂ, but `hreal` supplies one about complex `x`.

Writing `∀ᶠ x : ℝ in 𝓝 0` cures both: `x` is now real, and `(x : ℂ)` is a cast. The new `ha'` is `ha` with the definition `IsCumulantSeries` written out, and `filter_upwards` now uses it. The messages do not show that this second change was needed.

The mended proof, as a diff:

```diff
@@ -59,7 +59,9 @@
     fun_prop
   -- on the real axis near zero, the exponential of the series is the average
-  have hreal : ∀ᶠ x in 𝓝 (0 : ℝ),
+  have ha' : ∀ᶠ x : ℝ in 𝓝 0,
+      HasSum (fun n => a n * x ^ n) (Real.log (expAverage p dU x)) := ha
+  have hreal : ∀ᶠ x : ℝ in 𝓝 0,
       Complex.exp (∑' n : ℕ, (a n : ℂ) * (x : ℂ) ^ n) = complexAverage p dU (x : ℂ) := by
-    filter_upwards [ha] with x hx
+    filter_upwards [ha'] with x hx
     have h : (∑' n : ℕ, (a n : ℂ) * (x : ℂ) ^ n) = ((∑' n : ℕ, a n * x ^ n : ℝ) : ℂ) := by
       rw [Complex.ofReal_tsum]
```
